# A two-grid error bound from the smoothing steps and the accuracy of the coarse solve

In a real-space electronic-structure calculation, the Hartree potential can be found by solving Poisson's equation on a grid. A suitably damped relaxation reduces the rapidly oscillating part of the error much faster than the long-wavelength part. A two-grid cycle therefore relaxes a few times and then corrects the result with a solve on a coarser grid. By what factor does one such cycle reduce the error, and how does that factor depend on the number of relaxation steps?

Write the discretised equation as $Ax=b$, with exact solution $x$ and current approximation $y$. Here $A$ comes from a symmetric, positive definite discretisation of $-\nabla^2$ with Dirichlet boundary values, and both sides of the equation are already divided by an upper bound on the largest eigenvalue of the matrix. The spectrum of $A$ then lies in $(0,1]$. A periodic cell has a zero mode, which this excludes.

The vectors live in a real inner product space `E`. Operators have type `E →L[ℝ] E`, the continuous linear maps with the operator norm, and their product is composition.

```lean
import Mathlib

open Filter Topology

namespace TwoGrid

noncomputable section

variable {E : Type*} [NormedAddCommGroup E] [InnerProductSpace ℝ E]
```

A smoothing step adds the residual $b-Ay$ to $y$.

```lean
/-- One smoothing step for `A x = b`: add the residual to the current approximation. -/
def smooth (A : E →L[ℝ] E) (b y : E) : E := y + (b - A y)
```

The coarse correction adds $B(b-Ay)$. Here $B$ is the whole chain of restriction, coarse solve and interpolation, not the coarse-grid matrix alone. In Lean it may be any continuous linear map.

```lean
/-- The coarse correction: add the coarse solve `B` applied to the residual. -/
def coarseCorrect (A B : E →L[ℝ] E) (b y : E) : E := y + B (b - A y)
```

A cycle consists of $n$ smoothing steps and one correction, with no smoothing afterwards. The notation `f^[n]` means $f$ applied $n$ times.

```lean
/-- One two-grid cycle: `n` smoothing steps followed by a coarse correction. -/
def cycle (A B : E →L[ℝ] E) (n : ℕ) (b y : E) : E :=
  coarseCorrect A B b ((smooth A b)^[n] y)
```

Two abbreviations are needed: the operator $M_n=(1-BA)(1-A)^n$, called `errorMap`, and the number $\sigma_n=n^n/(n+1)^{n+1}$, called `smoothingFactor`. With $0^0=1$, $\sigma_0=1$.

```lean
/-- The two-grid error map `(1 - B A) (1 - A) ^ n`. -/
def errorMap (A B : E →L[ℝ] E) (n : ℕ) : E →L[ℝ] E := (1 - B * A) * (1 - A) ^ n

/-- The smoothing factor `n ^ n / (n + 1) ^ (n + 1)`. -/
def smoothingFactor (n : ℕ) : ℝ := (n : ℝ) ^ n / ((n : ℝ) + 1) ^ (n + 1)
```

## (a) Error after smoothing

Let $y_n$ be the result of $n$ smoothing steps from $y$. Show that
$$y_n-x=(1-A)^n(y-x).$$

Since $b=Ax$, one step gives
$$y+(b-Ay)-x=(y-x)-A(y-x)=(1-A)(y-x),$$
and induction on $n$ finishes the argument. The error is taken as approximation minus solution; many texts use the opposite sign. The Lean proof is the same induction: `pow_succ'` splits off one factor $1-A$, and `abel` collects the terms. Neither symmetry nor finite dimension is used.

```lean
/-- After `n` smoothing steps the error is `(1 - A) ^ n` times the initial error. -/
theorem smooth_error (A : E →L[ℝ] E) {x b : E} (hx : A x = b) (n : ℕ) (y : E) :
    (smooth A b)^[n] y - x = ((1 - A) ^ n) (y - x) := by
  subst hx
  induction n with
  | zero => simp
  | succ n ih =>
    have hp : ((1 - A) ^ (n + 1)) (y - x)
        = ((1 - A) ^ n) (y - x) - A (((1 - A) ^ n) (y - x)) :=
      congrArg (fun T : E →L[ℝ] E => T (y - x)) (pow_succ' (1 - A) n)
    rw [Function.iterate_succ_apply', hp, ← ih, smooth, map_sub]
    abel
```

## (b) Error after a full cycle

Let $y'$ be the result of one cycle from $y$. Show that
$$y'-x=M_n(y-x).$$

The correction turns $y_n$ into $y'=y_n+B(b-Ay_n)$, so
$$y'-x=(y_n-x)-BA(y_n-x)=(1-BA)(y_n-x).$$
Inserting (a) gives the claim. The error map is thus derived from the update rules. In Lean, `hp` unfolds $M_n$ and `h` supplies (a).

```lean
/-- One two-grid cycle multiplies the error by the two-grid error map. -/
theorem cycle_error (A B : E →L[ℝ] E) {x b : E} (hx : A x = b) (n : ℕ) (y : E) :
    cycle A B n b y - x = errorMap A B n (y - x) := by
  have h := smooth_error A hx n y
  subst hx
  have hp : errorMap A B n (y - x)
      = ((1 - A) ^ n) (y - x) - B (A (((1 - A) ^ n) (y - x))) := rfl
  rw [hp, ← h, cycle, coarseCorrect]
  simp only [map_sub]
  abel
```

## (c) The worst eigenvalue

Show that for $0\le t\le1$ and every $n\ge0$
$$t(1-t)^n\le\sigma_n.$$

For $n=0$ this reads $t\le1$. For $n\ge1$ put $s=1-t$. If $s=0$, the left side vanishes. If $s>0$, let $q=\dfrac{n}{(n+1)s}$. Bernoulli's inequality gives
$$1+(n+1)(q-1)\le q^{n+1}.$$
The left side equals $n/s-n$. Multiplying by $s^{n+1}$,
$$n(1-s)s^n\le\frac{n^{n+1}}{(n+1)^{n+1}},$$
and division by $n$ gives the result. This replaces the usual search for a maximum by differentiation. Equality holds at $t=\frac1{n+1}$. This is the worst eigenvalue for the product $A(1-A)^n$ in (e), not for smoothing alone, which damps the components with the smallest eigenvalues least. In the code `hb` is Bernoulli's inequality and `e` is the simplification of its left side.

```lean
/-- On the interval `[0, 1]` the function `t (1 - t) ^ n` is at most the smoothing factor. -/
theorem scalar_smoothing {t : ℝ} (h0 : 0 ≤ t) (h1 : t ≤ 1) (n : ℕ) :
    t * (1 - t) ^ n ≤ smoothingFactor n := by
  unfold smoothingFactor
  rcases Nat.eq_zero_or_pos n with rfl | hn
  · simpa using h1
  have hn' : (0 : ℝ) < n := by exact_mod_cast hn
  obtain ⟨s, rfl⟩ : ∃ s, t = 1 - s := ⟨1 - t, by ring⟩
  rw [sub_sub_cancel]
  rcases eq_or_lt_of_le (show 0 ≤ s by linarith) with hs | hs
  · rw [← hs, zero_pow hn.ne', mul_zero]
    positivity
  -- Bernoulli's inequality for the ratio of the maximiser n / (n + 1) to s
  have hq : 0 ≤ (n : ℝ) / (n + 1) / s := by positivity
  have hb := one_add_mul_le_pow (a := (n : ℝ) / (n + 1) / s - 1) (by linarith) (n + 1)
  rw [add_sub_cancel, div_pow _ s, le_div_iff₀ (pow_pos hs _)] at hb
  have e : (1 + ((n + 1 : ℕ) : ℝ) * ((n : ℝ) / (n + 1) / s - 1)) * s ^ (n + 1)
      = n * ((1 - s) * s ^ n) := by
    have e1 : ((n : ℝ) + 1) * ((n : ℝ) / (n + 1) / s) * s = n := by field_simp
    push_cast
    rw [pow_succ]
    linear_combination s ^ n * e1
  rw [e, div_pow, le_div_iff₀ (by positivity), pow_succ (n : ℝ) n] at hb
  rw [le_div_iff₀ (by positivity)]
  refine le_of_mul_le_mul_left ?_ hn'
  linarith
```

## (d) A simpler bound on the factor

Show that for $n\ge1$
$$\sigma_n\le\frac{1}{2(n+1)}.$$

Bernoulli's inequality gives $(1+1/n)^n\ge1+n\cdot\frac1n=2$. Hence $n^n/(n+1)^n\le\frac12$, and dividing by $n+1$ gives the claim. The Lean proof clears the denominators and uses the same inequality. At $n=0$ the claim would read $1\le\frac12$, so a smoothing step is needed.

```lean
/-- For at least one smoothing step the smoothing factor is at most `1 / (2 (n + 1))`. -/
theorem smoothingFactor_le {n : ℕ} (hn : 1 ≤ n) :
    smoothingFactor n ≤ 1 / (2 * ((n : ℝ) + 1)) := by
  have hn' : (0 : ℝ) < n := by exact_mod_cast hn
  have hi : (0 : ℝ) ≤ 1 / n := by positivity
  have hb := one_add_mul_le_pow (a := 1 / (n : ℝ)) (by linarith) n
  have e1 : 1 + (n : ℝ) * (1 / n) = 2 := by
    rw [mul_one_div_cancel hn'.ne']
    norm_num
  have e2 : 1 + 1 / (n : ℝ) = (n + 1) / n := by
    rw [add_div, div_self hn'.ne']
  rw [e1, e2, div_pow, le_div_iff₀ (by positivity)] at hb
  unfold smoothingFactor
  rw [div_le_div_iff₀ (by positivity) (by positivity), pow_succ]
  linarith [mul_le_mul_of_nonneg_right hb (show (0 : ℝ) ≤ n + 1 by positivity)]
```

## (e) From eigenvalues to the operator

Let $E$ be finite-dimensional and $A$ symmetric with spectrum in $[0,1]$. Show that
$$\|A(1-A)^n\|\le\sigma_n.$$

Take an orthonormal eigenbasis $Ae_i=\lambda_ie_i$ and write $v=\sum_i c_ie_i$. Then
$$\|A(1-A)^nv\|^2=\sum_i\bigl(\lambda_i(1-\lambda_i)^n\bigr)^2c_i^2\le\sigma_n^2\sum_ic_i^2=\sigma_n^2\|v\|^2$$
by (c).

In Lean, `IsSymmetric` says $\langle Av,w\rangle=\langle v,Aw\rangle$, and `l i` is $\lambda_i$. The step `hl` places each $\lambda_i$ in the spectrum: $\lambda_i-A$ annihilates $e_i\neq0$, so it has no inverse. Then `hstep` and `hpow` compute the components, and `hpars` is Parseval's identity.

```lean
/-- Smoothing property: in finite dimension, for symmetric `A` with spectrum in `[0, 1]`, the norm
of `A (1 - A) ^ n` is at most the smoothing factor. -/
theorem smoothing_property [FiniteDimensional ℝ E] {A : E →L[ℝ] E}
    (hA : (A : E →ₗ[ℝ] E).IsSymmetric) (hs : spectrum ℝ A ⊆ Set.Icc 0 1) (n : ℕ) :
    ‖A * (1 - A) ^ n‖ ≤ smoothingFactor n := by
  have hr : 0 ≤ smoothingFactor n := by unfold smoothingFactor; positivity
  refine ContinuousLinearMap.opNorm_le_bound _ hr fun v => ?_
  -- an orthonormal basis of eigenvectors, with eigenvalues in the spectrum
  obtain ⟨e, l, he⟩ : ∃ (e : OrthonormalBasis (Fin (Module.finrank ℝ E)) ℝ E)
      (l : Fin (Module.finrank ℝ E) → ℝ), ∀ i, A (e i) = l i • e i :=
    ⟨hA.eigenvectorBasis rfl, hA.eigenvalues rfl, fun i => hA.apply_eigenvectorBasis rfl i⟩
  have hl : ∀ i, l i ∈ Set.Icc (0 : ℝ) 1 := by
    refine fun i => hs (spectrum.mem_iff.2 ?_)
    rintro ⟨u, hu⟩
    have h0 : (u : E →L[ℝ] E) (e i) = 0 := by
      rw [hu]
      change l i • e i - A (e i) = 0
      rw [he, sub_self]
    have h : ((u⁻¹ : (E →L[ℝ] E)ˣ) : E →L[ℝ] E) ((u : E →L[ℝ] E) (e i)) = e i :=
      congrArg (fun T : E →L[ℝ] E => T (e i)) u.inv_mul
    rw [h0, map_zero] at h
    exact e.orthonormal.ne_zero i h.symm
  -- each eigencomponent is multiplied by a number
  have hstep : ∀ i w, inner ℝ (e i) (A w) = l i * inner ℝ (e i) w := fun i w =>
    calc inner ℝ (e i) (A w) = inner ℝ (A (e i)) w := (hA (e i) w).symm
      _ = l i * inner ℝ (e i) w := by rw [he, real_inner_smul_left]
  have hpow : ∀ i (m : ℕ), inner ℝ (e i) (((1 - A) ^ m) v)
      = (1 - l i) ^ m * inner ℝ (e i) v := by
    intro i m
    induction m with
    | zero => simp
    | succ m ih =>
      have hp : ((1 - A) ^ (m + 1)) v = ((1 - A) ^ m) v - A (((1 - A) ^ m) v) :=
        congrArg (fun T : E →L[ℝ] E => T v) (pow_succ' (1 - A) m)
      rw [hp, inner_sub_right, hstep, ih]
      ring
  -- Parseval's identity reduces the norm bound to the scalar bound
  have hpars : ∀ w : E, ‖w‖ ^ 2 = ∑ i, (inner ℝ (e i) w) ^ 2 := by
    intro w
    rw [← real_inner_self_eq_norm_sq, ← e.sum_inner_mul_inner w w]
    exact Finset.sum_congr rfl fun i _ => by rw [real_inner_comm (e i) w, sq]
  refine (sq_le_sq₀ (norm_nonneg _) (mul_nonneg hr (norm_nonneg _))).1 ?_
  rw [mul_pow, hpars ((A * (1 - A) ^ n) v), hpars v, Finset.mul_sum]
  refine Finset.sum_le_sum fun i _ => ?_
  have hc : inner ℝ (e i) ((A * (1 - A) ^ n) v)
      = l i * (1 - l i) ^ n * inner ℝ (e i) v := by
    change inner ℝ (e i) (A (((1 - A) ^ n) v)) = _
    rw [hstep, hpow, mul_assoc]
  rw [hc, mul_pow]
  exact mul_le_mul_of_nonneg_right (pow_le_pow_left₀
    (mul_nonneg (hl i).1 (pow_nonneg (sub_nonneg.2 (hl i).2) n))
    (scalar_smoothing (hl i).1 (hl i).2 n) 2) (sq_nonneg _)
```

## (f) The two-grid bound

Now let the spectrum lie in $(0,1]$ and suppose $\|A^{-1}-B\|\le C$. Show that
$$\|M_n\|\le C\,\sigma_n.$$

The constant $C$ bounds the error of the coarse-grid answer per unit of residual, in the scaled units of $A$. Since $0$ is not in the spectrum, $A$ is invertible, and $1-BA=(A^{-1}-B)A$. Therefore
$$\|M_n\|=\|(A^{-1}-B)\,A(1-A)^n\|\le\|A^{-1}-B\|\,\|A(1-A)^n\|\le C\sigma_n.$$

Lean writes the inverse as `Ring.inverse A`; `hu` proves that $A$ is invertible, and `hf` is the factorisation.

The bound on $A^{-1}-B$ is a hypothesis. It is not derived here for an actual pair of grids, where it depends on the discretisation and the interpolation. If one $C$ serves for all mesh widths, the bound on the reduction per cycle is independent of the mesh width too.

```lean
/-- Two-grid bound: in finite dimension, if `A` is symmetric with spectrum in `(0, 1]` and `B` is
within `C` of the inverse of `A`, the error map has norm at most `C` times the smoothing factor. -/
theorem norm_errorMap_le [FiniteDimensional ℝ E] {A B : E →L[ℝ] E} {C : ℝ}
    (hA : (A : E →ₗ[ℝ] E).IsSymmetric) (hs : spectrum ℝ A ⊆ Set.Ioc 0 1)
    (hB : ‖Ring.inverse A - B‖ ≤ C) (n : ℕ) :
    ‖errorMap A B n‖ ≤ C * smoothingFactor n := by
  -- zero is not in the spectrum, so A is invertible
  have hu : IsUnit A := by
    by_contra h
    exact lt_irrefl _ (hs ((spectrum.zero_mem_iff ℝ).2 h)).1
  have hf : errorMap A B n = (Ring.inverse A - B) * (A * (1 - A) ^ n) := by
    rw [errorMap, ← mul_assoc, sub_mul (Ring.inverse A), Ring.inverse_mul_cancel A hu]
  rw [hf]
  exact (norm_mul_le _ _).trans (mul_le_mul hB
    (smoothing_property hA (hs.trans Set.Ioc_subset_Icc_self) n)
    (norm_nonneg _) ((norm_nonneg _).trans hB))
```

## (g) The bound in terms of the step count

Under the conditions of (f), show that for $n\ge1$
$$\|M_n\|\le\frac{C}{2(n+1)}.$$

The hypothesis forces $C\ge0$, because a norm is non-negative. So (d) may be multiplied by $C$ and combined with (f), which is what the Lean proof does.

```lean
/-- In finite dimension, if `A` is symmetric with spectrum in `(0, 1]`, `B` is within `C` of the
inverse of `A`, and there is at least one smoothing step, then the error map has norm at most
`C / (2 (n + 1))`. -/
theorem norm_errorMap_le_half [FiniteDimensional ℝ E] {A B : E →L[ℝ] E} {C : ℝ}
    (hA : (A : E →ₗ[ℝ] E).IsSymmetric) (hs : spectrum ℝ A ⊆ Set.Ioc 0 1)
    (hB : ‖Ring.inverse A - B‖ ≤ C) {n : ℕ} (hn : 1 ≤ n) :
    ‖errorMap A B n‖ ≤ C / (2 * ((n : ℝ) + 1)) := by
  have h := mul_le_mul_of_nonneg_left (smoothingFactor_le hn) ((norm_nonneg _).trans hB)
  rw [mul_one_div] at h
  exact (norm_errorMap_le hA hs hB n).trans h
```

## (h) Repeated cycles

Keep the conditions of (g) and assume $C<2(n+1)$. Let $y^{(k)}$ be the result of $k$ cycles from any starting vector $y$. Show that
$$y^{(k)}\to x\quad\text{as }k\to\infty.$$

Set $q=C/(2(n+1))$, so that $0\le q<1$. By (b) and (g), each cycle multiplies the error norm by at most $q$, hence
$$\|y^{(k)}-x\|\le q^k\|y-x\|\to0.$$

In Lean, `hk` is this estimate, proved by induction on $k$, and `squeeze_zero` takes the limit. `Tendsto … atTop (𝓝 x)` is convergence in the norm of $E$.

For a Poisson solver this gives a sufficient number of smoothing steps once $C$ is known, within a linear model with two grids and the same $B$ in every cycle.

```lean
/-- In finite dimension, if `A` is symmetric with spectrum in `(0, 1]`, `B` is within `C` of the
inverse of `A`, `n ≥ 1` and `C < 2 (n + 1)`, then repeated two-grid cycles with `n` smoothing steps
converge to the solution `x` of `A x = b` from every starting vector. -/
theorem cycle_tendsto [FiniteDimensional ℝ E] {A B : E →L[ℝ] E} {C : ℝ}
    (hA : (A : E →ₗ[ℝ] E).IsSymmetric) (hs : spectrum ℝ A ⊆ Set.Ioc 0 1)
    (hB : ‖Ring.inverse A - B‖ ≤ C) {n : ℕ} (hn : 1 ≤ n) (hC : C < 2 * ((n : ℝ) + 1))
    {x b : E} (hx : A x = b) (y : E) :
    Tendsto (fun k : ℕ => (cycle A B n b)^[k] y) atTop (𝓝 x) := by
  have hT := norm_errorMap_le_half hA hs hB hn
  have hq := (norm_nonneg _).trans hT
  have hlt : C / (2 * ((n : ℝ) + 1)) < 1 := (div_lt_one (by positivity)).2 hC
  -- the error contracts geometrically
  have hk : ∀ k : ℕ, ‖(cycle A B n b)^[k] y - x‖
      ≤ (C / (2 * ((n : ℝ) + 1))) ^ k * ‖y - x‖ := by
    intro k
    induction k with
    | zero => simp
    | succ k ih =>
      rw [Function.iterate_succ_apply', cycle_error A B hx, pow_succ', mul_assoc]
      exact (ContinuousLinearMap.le_opNorm _ _).trans (mul_le_mul hT ih (norm_nonneg _) hq)
  refine tendsto_iff_norm_sub_tendsto_zero.2 (squeeze_zero (fun _ => norm_nonneg _) hk ?_)
  simpa using (tendsto_pow_atTop_nhds_zero_of_lt_one hq hlt).mul_const ‖y - x‖
```

## (i) A case of equality

Let $E\neq\{0\}$, $C\ge0$ and $n\ge0$. Show that $A=\frac1{n+1}\,1$ and $B=(n+1-C)\,1$ satisfy the conditions that (f) puts on $A$ and $B$, with
$$\|A^{-1}-B\|=C,\qquad\|M_n\|=C\,\sigma_n.$$

$A$ is symmetric with the single spectral value $\frac1{n+1}\in(0,1]$, and $A^{-1}-B=(n+1)-(n+1-C)=C$ times the identity. Moreover
$$M_n=\Bigl(1-\frac{n+1-C}{n+1}\Bigr)\Bigl(\frac{n}{n+1}\Bigr)^n 1=\frac{C}{n+1}\,\frac{n^n}{(n+1)^n}\,1=C\sigma_n\,1.$$

So no smaller function of $C$ and $n$ can replace $C\sigma_n$ in (f) for all admissible $A$ and $B$. Both operators in the example are multiples of the identity, unlike a Laplacian on a grid with several interior points and a coarse solve on fewer points. For such a pair the bound need not be attained.

In Lean, symmetry follows by moving the scalar through the inner product. For the other three claims the multiples of the identity are treated as images of real numbers under `algebraMap`; `hi` finds the inverse and `hm` evaluates $M_n$.

```lean
/-- Sharpness: on a nonzero space, for `C ≥ 0`, the operators `A = 1 / (n + 1)` and `B = n + 1 - C`
meet the conditions on `A` and `B` in `norm_errorMap_le`, and the norm of the error map equals `C`
times the smoothing factor. -/
theorem norm_errorMap_sharp [Nontrivial E] {C : ℝ} (hC : 0 ≤ C) (n : ℕ) {A B : E →L[ℝ] E}
    (hA : A = (1 / ((n : ℝ) + 1)) • (1 : E →L[ℝ] E))
    (hB : B = ((n : ℝ) + 1 - C) • (1 : E →L[ℝ] E)) :
    (A : E →ₗ[ℝ] E).IsSymmetric ∧ spectrum ℝ A ⊆ Set.Ioc 0 1 ∧
      ‖Ring.inverse A - B‖ = C ∧ ‖errorMap A B n‖ = C * smoothingFactor n := by
  have hp : (0 : ℝ) < (n : ℝ) + 1 := by positivity
  have ha : (0 : ℝ) < 1 / ((n : ℝ) + 1) := by positivity
  rw [← Algebra.algebraMap_eq_smul_one] at hA hB
  subst hA hB
  refine ⟨fun v w => ?_, fun μ hμ => ?_, ?_, ?_⟩
  · change inner ℝ ((1 / ((n : ℝ) + 1)) • v) w = inner ℝ v ((1 / ((n : ℝ) + 1)) • w)
    rw [real_inner_smul_left, real_inner_smul_right]
  · have h : μ = 1 / ((n : ℝ) + 1) := by
      by_contra h
      refine spectrum.mem_iff.1 hμ ?_
      rw [← map_sub]
      exact (IsUnit.mk0 _ (sub_ne_zero.2 h)).map (algebraMap ℝ (E →L[ℝ] E))
    rw [h]
    exact ⟨ha, (div_le_one hp).2 (by linarith [Nat.cast_nonneg (α := ℝ) n])⟩
  · have hu := (IsUnit.mk0 _ ha.ne').map (algebraMap ℝ (E →L[ℝ] E))
    have hi : Ring.inverse (algebraMap ℝ (E →L[ℝ] E) (1 / ((n : ℝ) + 1)))
        = algebraMap ℝ (E →L[ℝ] E) ((n : ℝ) + 1) := by
      refine hu.mul_left_cancel ?_
      rw [Ring.mul_inverse_cancel _ hu, ← map_mul, one_div_mul_cancel hp.ne', map_one]
    rw [hi, ← map_sub, norm_algebraMap', sub_sub_cancel, Real.norm_of_nonneg hC]
  · have hm : ∀ α β : ℝ, errorMap (algebraMap ℝ (E →L[ℝ] E) α) (algebraMap ℝ (E →L[ℝ] E) β) n
        = algebraMap ℝ (E →L[ℝ] E) ((1 - β * α) * (1 - α) ^ n) := by
      intro α β
      simp only [errorMap, map_mul, map_sub, map_pow, map_one]
    have h1 : 1 - ((n : ℝ) + 1 - C) * (1 / ((n : ℝ) + 1)) = C / ((n : ℝ) + 1) := by
      linear_combination -(mul_one_div_cancel hp.ne')
    have h2 : 1 - 1 / ((n : ℝ) + 1) = (n : ℝ) / ((n : ℝ) + 1) := by
      linear_combination -(mul_one_div_cancel hp.ne')
    rw [hm, norm_algebraMap', h1, h2, Real.norm_of_nonneg (by positivity), smoothingFactor,
      div_pow, div_mul_div_comm, pow_succ', mul_div_assoc]

end

end TwoGrid
```

```lean
#print axioms TwoGrid.norm_errorMap_le
#print axioms TwoGrid.cycle_tendsto
#print axioms TwoGrid.norm_errorMap_sharp
```

```
'TwoGrid.norm_errorMap_le' depends on axioms: [propext, Classical.choice, Quot.sound]
'TwoGrid.cycle_tendsto' depends on axioms: [propext, Classical.choice, Quot.sound]
'TwoGrid.norm_errorMap_sharp' depends on axioms: [propext, Classical.choice, Quot.sound]
```
